# The Jarzynski equality from the work-weighted master equation on a finite state space

## From switching runs to a free energy

In a nonequilibrium free-energy calculation, one starts many runs from equilibrium, drives the energy function along a protocol, records the work $W$ of each run, and takes $-\beta^{-1}\log\langle e^{-\beta W}\rangle$ as the free-energy difference. This is justified if the dynamics has no memory and at each instant leaves the current Boltzmann distribution stationary. The derivation below is for a system with finitely many states that jumps in continuous time.

Let $U(t,x)$ be the energy of state $x$ at time $t\in[0,T]$, with time derivative $U'$, and let $\beta$ be the inverse temperature. Write
$$Z_t=\sum_x e^{-\beta U(t,x)},\qquad \pi_t(x)=\frac{e^{-\beta U(t,x)}}{Z_t}.$$
Let $L(t,x,y)$ be the jump rate from $x$ to $y\neq x$, with diagonal entries that make each row sum to zero. Let $g(t,y)$ be the average of $e^{-\beta W_t}$ over runs that are in state $y$ at time $t$, with the other runs counted as zero, where $W_t=\int_0^t U'(s,x_s)\,ds$ is the work done so far in a run that is in state $x_s$ at time $s$. Jumps carry this weight from state to state, and during a short time $dt$ the work multiplies it by $e^{-\beta U'dt}$, so it obeys
$$g'(t,y)=\sum_x g(t,x)L(t,x,y)-\beta U'(t,y)\,g(t,y),\qquad g(0,y)=\pi_0(y).$$

## Solving the equation

Stationarity means $\sum_x\pi_t(x)L(t,x,y)=0$. Try
$$r(t,x)=\frac{e^{-\beta U(t,x)}}{Z_0}=\frac{Z_t}{Z_0}\,\pi_t(x).$$
At each time $r$ is a multiple of $\pi_t$, so its jump term vanishes. Differentiating the exponential gives $r'=-\beta U'r$, which is the remaining term, and $r(0,x)=\pi_0(x)$. So $r$ is a solution.

For uniqueness, let $g$ be any solution and put $h=g-r$. Then $h(0)=0$ and $h'=hA$, where $A=L-\beta\,\mathrm{diag}(U')$. Assume that $U'$ and the rates are continuous in time. Then the entries of $A$ are continuous on $[0,T]$, so $\sum_{x,y}|A(t,x,y)|\le C$ for some $C$. With $\|h\|=\max_x|h(x)|$ this gives $\|h'\|\le C\|h\|$, and Grönwall's inequality yields $\|h(t)\|\le\|h(0)\|e^{Ct}=0$.

Hence $g=r$, and summing over states gives
$$\sum_x g(t,x)=\frac{Z_t}{Z_0}.$$
For $\beta>0$ and $F_t=-\beta^{-1}\log Z_t$, the right side is $e^{-\beta(F_t-F_0)}$.

## A single state, and a bath that fails

With one state, stationarity forces $L=0$. The work is then $U(t)-U(0)$ in every run, and $g(t)=e^{-\beta(U(t)-U(0))}$.

Being a rate matrix is no substitute for stationarity. Take states $a,b$, $\beta=1$, $U(t,a)=t$, $U(t,b)=0$, and jumps from $a$ to $b$ only, at rate 1. Then $g(t,a)=\tfrac12e^{-2t}$ and the total mass is $\tfrac34+\tfrac14e^{-2t}$. This exceeds $Z_t/Z_0=\tfrac12(1+e^{-t})$ by $\tfrac14(1-e^{-t})^2$, so the free-energy estimate is too low for every $t>0$.

## The statement in Lean

`X` is the finite set of states, and `g t ᵥ* L t` is the row vector $gL$. `U'` is a separate function, which `hU` identifies as the time derivative of `U`, one-sided at the ends of the interval when $T>0$; `hU'` makes it continuous. `hL` is continuity of the rates and `hst` is stationarity. `IsWorkWeighted` contains both the differential equation and the initial condition.

`jarzynski_iff` says that `g` satisfies `IsWorkWeighted` exactly when it equals $r$ on $[0,T]$, and `jarzynski_equality` gives the total mass. Neither assumes `IsRateMatrix`; the signs and row sums matter for reading `L` as a jump process. `heatBath_witness` gives, for any fixed energies on a nonempty state space, a rate matrix with the required stationary distribution.

The step left to the theory of jump processes is the identification of $g$ with the average over runs: the theorems start from the differential equation.

```lean
import Mathlib

open Matrix Set

namespace ContinuousJarzynski

noncomputable section

variable {X : Type*} [Fintype X]

/-- The partition function `Z = ∑ exp(-β u)` of the energies `u`. -/
def partitionFn (β : ℝ) (u : X → ℝ) : ℝ := ∑ x, Real.exp (-β * u x)

/-- The Boltzmann distribution `exp(-β u) / Z` on a nonempty finite state space. -/
def boltzmann (β : ℝ) (u : X → ℝ) (x : X) : ℝ := Real.exp (-β * u x) / partitionFn β u

/-- A rate matrix has nonnegative off-diagonal entries and zero row sums. -/
def IsRateMatrix (L : Matrix X X ℝ) : Prop :=
  (∀ x y, x ≠ y → 0 ≤ L x y) ∧ ∀ x, ∑ y, L x y = 0

/-- `g` starts in the Boltzmann distribution and solves the work-weighted master equation
`g' = g L - β (dU/dt) g` on `[0, T]`, where `U'` stands for `dU/dt`. -/
def IsWorkWeighted (β T : ℝ) (U U' : ℝ → X → ℝ) (L : ℝ → Matrix X X ℝ)
    (g : ℝ → X → ℝ) : Prop :=
  g 0 = boltzmann β (U 0) ∧ ∀ t ∈ Icc 0 T, ∀ y,
    HasDerivWithinAt (fun s => g s y) ((g t ᵥ* L t) y - β * U' t y * g t y) (Icc 0 T) t

/-- The partition function of a nonempty finite state space is positive. -/
theorem partitionFn_pos [Nonempty X] (β : ℝ) (u : X → ℝ) : 0 < partitionFn β u :=
  Finset.sum_pos (fun _ _ => Real.exp_pos _) Finset.univ_nonempty

/-- The Boltzmann distribution on a nonempty finite state space is normalised. -/
theorem sum_boltzmann [Nonempty X] (β : ℝ) (u : X → ℝ) : ∑ x, boltzmann β u x = 1 := by
  simp only [boltzmann]
  rw [← Finset.sum_div]
  exact div_self (partitionFn_pos β u).ne'

/-- On a nonempty finite state space, heat-bath rates, which redraw the state from the Boltzmann
distribution at unit rate, form a rate matrix that leaves this distribution stationary. -/
theorem heatBath_witness [Nonempty X] [DecidableEq X] (β : ℝ) (u : X → ℝ) :
    IsRateMatrix (Matrix.of fun x y => boltzmann β u y - if x = y then 1 else 0) ∧
    boltzmann β u ᵥ* (Matrix.of fun x y => boltzmann β u y - if x = y then 1 else 0) = 0 := by
  refine ⟨⟨fun x y h => ?_, fun x => ?_⟩, ?_⟩
  · simp only [Matrix.of_apply, if_neg h, sub_zero]
    exact (div_pos (Real.exp_pos _) (partitionFn_pos β u)).le
  · simp [Finset.sum_sub_distrib, sum_boltzmann]
  · ext y
    simp [Matrix.vecMul, dotProduct, mul_sub, Finset.sum_sub_distrib, ← Finset.sum_mul,
      sum_boltzmann]

/-- A linear equation `h' = h A` with continuous coefficients and `h(0) = 0` has only the
zero solution on `[0, T]`. -/
theorem linear_eq_zero {T : ℝ} {A : ℝ → Matrix X X ℝ} {h : ℝ → X → ℝ}
    (hA : ∀ x y, ContinuousOn (fun t => A t x y) (Icc 0 T)) (h0 : h 0 = 0)
    (hh : ∀ t ∈ Icc 0 T, ∀ y,
      HasDerivWithinAt (fun s => h s y) ((h t ᵥ* A t) y) (Icc 0 T) t) :
    ∀ t ∈ Icc 0 T, h t = 0 := by
  have hd : ∀ t ∈ Icc 0 T, HasDerivWithinAt h (h t ᵥ* A t) (Icc 0 T) t :=
    fun t ht => hasDerivWithinAt_pi.2 (hh t ht)
  -- the coefficients are bounded on the compact time interval
  obtain ⟨C, hC⟩ := isCompact_Icc.exists_bound_of_continuousOn
    (f := fun t => ∑ x, ∑ y, |A t x y|)
    (continuousOn_finsetSum _ fun x _ => continuousOn_finsetSum _ fun y _ => (hA x y).abs)
  have bound : ∀ t ∈ Ico 0 T, ‖h t ᵥ* A t‖ ≤ C * ‖h t‖ + 0 := by
    intro t ht
    have hCt := hC t (Ico_subset_Icc_self ht)
    have hC0 : 0 ≤ C := (norm_nonneg _).trans hCt
    rw [add_zero]
    refine (pi_norm_le_iff_of_nonneg (by positivity)).2 fun y => ?_
    calc ‖(h t ᵥ* A t) y‖ = |∑ x, h t x * A t x y| := rfl
      _ ≤ ∑ x, |h t x * A t x y| := Finset.abs_sum_le_sum_abs _ _
      _ ≤ ∑ x, ‖h t‖ * ∑ z, |A t x z| := by
        refine Finset.sum_le_sum fun x _ => ?_
        rw [abs_mul]
        exact mul_le_mul (norm_le_pi_norm (h t) x)
          (Finset.single_le_sum (f := fun z => |A t x z|) (fun z _ => abs_nonneg _)
            (Finset.mem_univ y)) (abs_nonneg _) (norm_nonneg _)
      _ = (∑ x, ∑ z, |A t x z|) * ‖h t‖ := by rw [← Finset.mul_sum, mul_comm]
      _ ≤ C * ‖h t‖ :=
        mul_le_mul_of_nonneg_right ((le_abs_self _).trans hCt) (norm_nonneg _)
  -- Grönwall's inequality with zero initial value
  intro t ht
  have key := norm_le_gronwallBound_of_norm_deriv_right_le (δ := 0)
    (fun s hs => (hd s hs).continuousWithinAt)
    (fun s hs => (hd s (Ico_subset_Icc_self hs)).mono_of_mem_nhdsWithin
      (Icc_mem_nhdsGE_of_mem hs)) (by simp [h0]) bound t ht
  rw [gronwallBound_ε0, zero_mul] at key
  exact norm_le_zero_iff.1 key

/-- If `U` has time derivative `U'` on `[0, T]` and the Boltzmann distribution of `U(t)` is
stationary under `L(t)` at each time in `[0, T]`, then `exp(-β U(t,x)) / Z_0` solves the
work-weighted master equation. -/
theorem gibbs_solves {β T : ℝ} {U U' : ℝ → X → ℝ} {L : ℝ → Matrix X X ℝ}
    (hU : ∀ t ∈ Icc 0 T, ∀ x, HasDerivWithinAt (fun s => U s x) (U' t x) (Icc 0 T) t)
    (hst : ∀ t ∈ Icc 0 T, boltzmann β (U t) ᵥ* L t = 0) :
    IsWorkWeighted β T U U' L
      (fun t x => Real.exp (-β * U t x) / partitionFn β (U 0)) := by
  refine ⟨rfl, fun t ht y => ?_⟩
  have : Nonempty X := ⟨y⟩
  have hZ := (partitionFn_pos β (U t)).ne'
  have hv : (fun x => Real.exp (-β * U t x) / partitionFn β (U 0)) =
      (partitionFn β (U t) / partitionFn β (U 0)) • boltzmann β (U t) := by
    ext x
    simp only [Pi.smul_apply, smul_eq_mul, boltzmann]
    field_simp
  -- the jump term vanishes, since the weight is a multiple of the Boltzmann distribution
  have hjump : ((fun x => Real.exp (-β * U t x) / partitionFn β (U 0)) ᵥ* L t) y = 0 := by
    rw [hv, Matrix.smul_vecMul, hst t ht, smul_zero, Pi.zero_apply]
  refine ((((hU t ht y).const_mul (-β)).exp).div_const (partitionFn β (U 0))).congr_deriv ?_
  beta_reduce
  rw [hjump]
  ring

/-- **Continuous-time Jarzynski equality, state-resolved.** For `C¹` energies and continuous
`L(t)` that keep the Boltzmann distribution of `U(t)` stationary, `g` solves the work-weighted
master equation exactly when `g(t,x) = exp(-β U(t,x)) / Z_0` on `[0, T]`. -/
theorem jarzynski_iff {β T : ℝ} (hT : 0 ≤ T) {U U' : ℝ → X → ℝ} {L : ℝ → Matrix X X ℝ}
    (hU : ∀ t ∈ Icc 0 T, ∀ x, HasDerivWithinAt (fun s => U s x) (U' t x) (Icc 0 T) t)
    (hU' : ∀ x, ContinuousOn (fun t => U' t x) (Icc 0 T))
    (hL : ∀ x y, ContinuousOn (fun t => L t x y) (Icc 0 T))
    (hst : ∀ t ∈ Icc 0 T, boltzmann β (U t) ᵥ* L t = 0) (g : ℝ → X → ℝ) :
    IsWorkWeighted β T U U' L g ↔
      ∀ t ∈ Icc 0 T, g t = fun x => Real.exp (-β * U t x) / partitionFn β (U 0) := by
  classical
  have hr := gibbs_solves hU hst
  constructor
  · intro hg
    generalize hrdef : (fun (t : ℝ) (x : X) =>
      Real.exp (-β * U t x) / partitionFn β (U 0)) = r at hr
    -- the difference of two solutions solves a homogeneous linear equation
    have hz := linear_eq_zero (T := T) (h := fun t => g t - r t)
      (A := fun t => L t - diagonal (fun y => β * U' t y))
      (fun x y => by
        rcases eq_or_ne x y with rfl | h
        · simp only [Matrix.sub_apply, diagonal_apply_eq]
          exact (hL x x).sub (continuousOn_const.mul (hU' x))
        · simp only [Matrix.sub_apply, diagonal_apply_ne _ h, sub_zero]
          exact hL x y)
      (by simp only [hg.1, hr.1, sub_self])
      (fun t ht y => by
        refine ((hg.2 t ht y).fun_sub (hr.2 t ht y)).congr_deriv ?_
        rw [Matrix.vecMul_sub, Matrix.sub_vecMul]
        simp only [Pi.sub_apply, vecMul_diagonal]
        ring)
    intro t ht
    exact (sub_eq_zero.1 (hz t ht)).trans (congrFun hrdef t).symm
  · intro h
    refine ⟨h 0 (left_mem_Icc.2 hT), fun t ht y => ?_⟩
    rw [h t ht]
    exact (hr.2 t ht y).congr (fun s hs => congrFun (h s hs) y) (congrFun (h t ht) y)

/-- **Jarzynski equality.** For `C¹` energies and continuous `L(t)` that keep the Boltzmann
distribution of `U(t)` stationary, the total mass of a solution of the work-weighted master
equation at time `t` in `[0, T]` is `Z_t / Z_0`. -/
theorem jarzynski_equality {β T : ℝ} (hT : 0 ≤ T) {U U' : ℝ → X → ℝ}
    {L : ℝ → Matrix X X ℝ}
    (hU : ∀ t ∈ Icc 0 T, ∀ x, HasDerivWithinAt (fun s => U s x) (U' t x) (Icc 0 T) t)
    (hU' : ∀ x, ContinuousOn (fun t => U' t x) (Icc 0 T))
    (hL : ∀ x y, ContinuousOn (fun t => L t x y) (Icc 0 T))
    (hst : ∀ t ∈ Icc 0 T, boltzmann β (U t) ᵥ* L t = 0) {g : ℝ → X → ℝ}
    (hg : IsWorkWeighted β T U U' L g) {t : ℝ} (ht : t ∈ Icc 0 T) :
    ∑ x, g t x = partitionFn β (U t) / partitionFn β (U 0) := by
  rw [(jarzynski_iff hT hU hU' hL hst g).1 hg t ht, ← Finset.sum_div]
  rfl

end

end ContinuousJarzynski
```

```lean
#print axioms ContinuousJarzynski.jarzynski_equality
-- 'ContinuousJarzynski.jarzynski_equality' depends on axioms: [propext, Classical.choice, Quot.sound]
```

## Where each step is proved

`gibbs_solves` checks the trial solution. In it, `hv` writes $r$ as a multiple of $\pi_t$, `hjump` removes the jump term, and the chain rule for the exponential supplies the rest.

`linear_eq_zero` is the uniqueness argument for a general continuous $A$. Compactness of $[0,T]$ provides `C`, the `calc` block proves $\|hA\|\le C\|h\|$, and Mathlib's Grönwall bound with zero initial value finishes.

In `jarzynski_iff`, the forward direction applies this lemma to $g-r$. The converse transfers the derivative from $r$ to $g$, since the two agree on the interval; `hT` ensures that time 0 belongs to it. `jarzynski_equality` then sums the formula over the states.
